# Doubling a closed one-dimensional k-mesh never lowers the invariant Wannier spread estimate

## Can the invariant spread go down when I double the mesh?

I describe an isolated group of \(b\) bands in one dimension only by its projectors \(P_j\), on a ring of \(M\) equally spaced k-points with \(P_{j+M}=P_j\). From these I compute the gauge-invariant part of the Wannier spread by the usual nearest-neighbour formula,

\[
\Omega_M = M\sum_{j=0}^{M-1}\operatorname{tr}P_j(1-P_{j+1}),
\]

in units of \((a/2\pi)^2\), with \(a\) the lattice constant. Each time I double the mesh, the number goes up. But the projectors at the new points could be anything, and the links get shorter while the prefactor grows. Is the rise an accident of my smooth bands, or can the estimate never fall?

## It cannot fall, because the gain is a sum of squares

Your description by projectors on a ring already settles what has to be compared: \(\Omega_{2N}\) on the full mesh, and \(\Omega_N\) on its even points. For Hermitian projectors of equal rank, the difference is a sum of squares, whether or not the bands are smooth.

**Three neighbouring points.** Write \(s(P,Q)=\operatorname{tr}P(1-Q)=b-\operatorname{tr}PQ\), and let \(\|A\|^2=\sum_{ij}|A_{ij}|^2\), which equals \(\operatorname{tr}A^2\) for Hermitian \(A\). For projectors \(P,Q,R\) of rank \(b\), the second difference is \(D=(R-Q)-(Q-P)=P+R-2Q\). Since \(\operatorname{tr}P^2=\operatorname{tr}Q^2=\operatorname{tr}R^2=b\),

\[
\tfrac12\|D\|^2 = 3b+\operatorname{tr}PR-2\operatorname{tr}PQ-2\operatorname{tr}QR
= 2s(P,Q)+2s(Q,R)-s(P,R).
\]

**Around the ring.** Apply this to \(P_{2i},P_{2i+1},P_{2i+2}\) for \(i=0,\dots,N-1\). The short links together make up the fine mesh and the long links the coarse one, so

\[
\Omega_{2N}-\Omega_N
= N\sum_{i=0}^{N-1}\bigl[2s(P_{2i},P_{2i+1})+2s(P_{2i+1},P_{2i+2})-s(P_{2i},P_{2i+2})\bigr]
= \frac N2\sum_{i=0}^{N-1}\|D_i\|^2\ \ge 0,
\]

where \(D_i\) is the second difference centred at the added point \(2i+1\).

**No gain.** Let \(N\ge1\) and suppose that the gain is zero. Then every \(D_i=0\), and each added \(Q\) lies halfway between its neighbours: \(P=Q-X\) and \(R=Q+X\), with \(X=Q-P\). Adding the squares gives \(P^2+R^2=2Q^2+2X^2\). Idempotency turns this into \(P+R=2Q+2X^2\), while \(P+R=2Q\), so \(X^2=0\). As \(X\) is Hermitian, \(\|X\|^2=\operatorname{tr}X^2=0\) and \(P=Q=R\). Going round the ring, all projectors coincide. Conversely, a constant mesh has no second differences and no gain.

**Repeated doubling.** If the projectors are samples of a family \(P(k)\) at \(k=j/M\), the even points of the \(2M\)-mesh are the \(M\)-mesh, because \(2j/(2M)=j/M\). The estimates for \(N,2N,4N,\dots\) points therefore never decrease.

**The smallest mesh, and an example.** For \(N=1\), the single coarse point is linked to itself, so \(\Omega_1=0\), while \(\Omega_2=4\,s(P_0,P_1)\). With the Pauli matrices \(\sigma_x\) and \(\sigma_z\), take the projector onto one band of a two-band model, \(P(k)=\tfrac12(1+\cos 2\pi k\,\sigma_z+\sin 2\pi k\,\sigma_x)\). Each link gives \(\sin^2(\pi/M)\), so \(\Omega_M=M^2\sin^2(\pi/M)\): the values are \(0,4,8\) for \(M=1,2,4\), and they approach \(\pi^2\) from below.

**Why the projectors must be Hermitian.** Idempotency and equal trace alone are not enough. Take

\[
P_0=\begin{pmatrix}1&1\\0&0\end{pmatrix},\qquad
P_1=\begin{pmatrix}1&0\\1&0\end{pmatrix}.
\]

Both are idempotent with trace 1, but \(\operatorname{tr}P_0P_1=2\), so \(\Omega_1=0\) and \(\Omega_2=-4\). Such oblique projectors arise from the left and right eigenvectors of non-Hermitian Hamiltonians. Equal rank matters less: without it the three-point identity is off by \((\operatorname{tr}P-\operatorname{tr}R)/2\), which cancels around the ring.

### What the Lean statements say

- `IsBandProjector b P` says that the complex matrix `P` is Hermitian, idempotent and of trace `b`. The trace counts the bands.
- `linkSpread P Q` is the real part of \(\operatorname{tr}P(1-Q)\). For Hermitian projectors the trace is already real.
- `spreadEstimate` is \(\Omega_M\). A mesh is a function on `ZMod M`, so the last link returns to point 0.
- `coarseMesh P` keeps the even points of a mesh on `ZMod (2 * N)`.
- `spread_le_of_doubling` is the inequality, and `spread_doubling_gain` is the exact formula behind it.
- `spread_eq_iff_constant` says that, for \(N\ge1\), the two estimates agree exactly when `P j = P 0` for all `j`. The condition \(N\ge1\) enters as `[NeZero N]`.
- `spread_monotone_refinement` treats a family `P : ℝ → Matrix n n ℂ`, sampled on \(2^mN\) points. It asks for neither continuity nor periodicity, though a physical family has period one in \(k\).
- `twoBand_witness` shows that \(\tfrac12(1+c\,\sigma_z+s\,\sigma_x)\) with \(c^2+s^2=1\) is a one-band projector, as in the example above.

The matrices are finite, as in a tight-binding model, and the ring closes with no extra phase matrix. This fits the Bloch convention in which \(H(k)\) is periodic and orbital positions inside the cell are left out, so the spread treats every orbital as a point at the origin of its cell. The statements concern one dimension and nested meshes: they do not compare 8 points with 9, and they say nothing about the gauge-dependent part of the spread.

For Wannier calculations within this one-dimensional finite-matrix model, the estimate of the invariant spread rises or stays the same when the mesh is doubled and the projectors at the old points are left unchanged. A fall larger than the rounding error then points to an error in the input or the code.

```lean
import Mathlib

open Matrix

namespace WannierMeshDoubling

noncomputable section

variable {n : Type*} [Fintype n] [DecidableEq n] {b N : ℕ}

/-- `P` is the Hermitian projector onto a space of `b` bands: `P² = P` and `tr P = b`. -/
structure IsBandProjector (b : ℕ) (P : Matrix n n ℂ) : Prop where
  herm : P.IsHermitian
  idem : P * P = P
  tr : P.trace = (b : ℂ)

/-- The contribution `tr P(1 - Q)` of one link of the k-mesh (its real part). -/
def linkSpread (P Q : Matrix n n ℂ) : ℝ := (P * (1 - Q)).trace.re

/-- The invariant Wannier spread estimate `M ∑ⱼ tr Pⱼ(1 - Pⱼ₊₁)` on a closed mesh of `M`
k-points, in units of `(a/2π)²` with `a` the lattice constant. -/
def spreadEstimate {M : ℕ} (P : ZMod M → Matrix n n ℂ) : ℝ :=
  M * ∑ j ∈ Finset.range M, linkSpread (P (j : ZMod M)) (P ((j : ZMod M) + 1))

/-- The coarse mesh of `N` points formed by the even points of a mesh of `2N` points. -/
def coarseMesh (P : ZMod (2 * N) → Matrix n n ℂ) : ZMod N → Matrix n n ℂ :=
  fun i => P (2 * (i.val : ZMod (2 * N)))

/-- The squared Frobenius norm, the sum of the squared moduli of all entries. -/
def frobSq (A : Matrix n n ℂ) : ℝ := ∑ i, ∑ j, ‖A i j‖ ^ 2

omit [DecidableEq n] in
private lemma frobSq_nonneg (A : Matrix n n ℂ) : 0 ≤ frobSq A :=
  Finset.sum_nonneg fun _ _ => Finset.sum_nonneg fun _ _ => sq_nonneg _

omit [DecidableEq n] in
private lemma eq_zero_of_frobSq {A : Matrix n n ℂ} (h : frobSq A = 0) : A = 0 := by
  unfold frobSq at h
  ext i j
  have h1 := (Finset.sum_eq_zero_iff_of_nonneg (fun i _ =>
    Finset.sum_nonneg (fun j _ => sq_nonneg ‖A i j‖))).1 h i (Finset.mem_univ i)
  have h2 := (Finset.sum_eq_zero_iff_of_nonneg (fun j _ =>
    sq_nonneg ‖A i j‖)).1 h1 j (Finset.mem_univ j)
  simpa using h2

omit [DecidableEq n] in
private lemma trace_sq {A : Matrix n n ℂ} (hA : A.IsHermitian) :
    (A * A).trace.re = frobSq A := by
  simp only [frobSq, Matrix.trace, Matrix.diag_apply, Matrix.mul_apply, Complex.re_sum]
  refine Finset.sum_congr rfl fun i _ => Finset.sum_congr rfl fun j _ => ?_
  have h : A j i = star (A i j) := (hA.apply j i).symm
  rw [h, Complex.star_def, Complex.mul_conj, Complex.ofReal_re, Complex.normSq_eq_norm_sq]

/-- For three Hermitian projectors onto equally many bands, twice the two short links minus the long
link is half the squared norm of the second difference. -/
theorem linkSpread_three_point {P Q R : Matrix n n ℂ} (hP : IsBandProjector b P)
    (hQ : IsBandProjector b Q) (hR : IsBandProjector b R) :
    2 * linkSpread P Q + 2 * linkSpread Q R - linkSpread P R
      = frobSq ((R - Q) - (Q - P)) / 2 := by
  have s : ∀ X Y : Matrix n n ℂ, IsBandProjector b X →
      linkSpread X Y = b - (X * Y).trace.re := by
    intro X Y hX
    rw [linkSpread, mul_sub, mul_one, Matrix.trace_sub, hX.tr, Complex.sub_re,
      Complex.natCast_re]
  -- expand the square under the trace
  have h : (((R - Q) - (Q - P)) * ((R - Q) - (Q - P))).trace
      = (P * P).trace + (R * R).trace + 4 * (Q * Q).trace + 2 * (P * R).trace
        - 4 * (P * Q).trace - 4 * (Q * R).trace := by
    simp only [sub_mul, mul_sub, Matrix.trace_sub]
    rw [Matrix.trace_mul_comm R P, Matrix.trace_mul_comm Q P, Matrix.trace_mul_comm R Q]
    ring
  rw [hP.idem, hQ.idem, hR.idem, hP.tr, hQ.tr, hR.tr] at h
  have h' := congrArg Complex.re h
  rw [trace_sq ((hR.herm.sub hQ.herm).sub (hQ.herm.sub hP.herm))] at h'
  simp only [Complex.add_re, Complex.sub_re, Complex.mul_re, Complex.re_ofNat,
    Complex.im_ofNat, Complex.natCast_re, zero_mul, sub_zero] at h'
  rw [s P Q hP, s Q R hQ, s P R hP]
  linarith

/-- Among Hermitian projectors onto equally many bands, one lying halfway between two others is
equal to both of them. -/
theorem eq_of_midpoint {P Q R : Matrix n n ℂ} (hP : IsBandProjector b P)
    (hQ : IsBandProjector b Q) (hR : IsBandProjector b R) (h : (R - Q) - (Q - P) = 0) :
    P = Q ∧ Q = R := by
  have hRQ : R = Q + (Q - P) := by
    rw [← sub_eq_zero.1 h]
    abel
  -- idempotency of all three makes the square of the step vanish
  have hD : (Q - P) * (Q - P) + (Q - P) * (Q - P) = 0 := by
    have e : (Q - P) * (Q - P) + (Q - P) * (Q - P)
        = (P * P - P) + (R * R - R) - (Q * Q - Q) - (Q * Q - Q) := by
      rw [hRQ]
      noncomm_ring
    rw [e, hP.idem, hQ.idem, hR.idem]
    simp
  have t := congrArg (fun X : Matrix n n ℂ => X.trace.re) hD
  simp only [Matrix.trace_add, Complex.add_re, Matrix.trace_zero, Complex.zero_re,
    trace_sq (hQ.herm.sub hP.herm)] at t
  have hz : Q - P = 0 := eq_zero_of_frobSq (by linarith)
  exact ⟨(sub_eq_zero.1 hz).symm, by rw [hRQ, hz, add_zero]⟩

private lemma sum_range_double (g : ℕ → ℝ) (N : ℕ) :
    ∑ j ∈ Finset.range (2 * N), g j = ∑ i ∈ Finset.range N, (g (2 * i) + g (2 * i + 1)) := by
  induction N with
  | zero => simp
  | succ N ih =>
    rw [show 2 * (N + 1) = 2 * N + 1 + 1 by ring, Finset.sum_range_succ,
      Finset.sum_range_succ, Finset.sum_range_succ, ih]
    ring

omit [Fintype n] [DecidableEq n] in
private lemma coarseMesh_natCast (P : ZMod (2 * N) → Matrix n n ℂ) (i : ℕ) :
    coarseMesh P (i : ZMod N) = P (2 * (i : ZMod (2 * N))) := by
  have h : ((2 * (i % N) : ℕ) : ZMod (2 * N)) = ((2 * i : ℕ) : ZMod (2 * N)) :=
    (ZMod.natCast_eq_natCast_iff _ _ _).2 ((Nat.mod_modEq i N).mul_left' 2)
  simp only [Nat.cast_mul, Nat.cast_ofNat] at h
  unfold coarseMesh
  rw [ZMod.val_natCast, h]

/-- For Hermitian projectors onto the same number of bands at every k-point, doubling the mesh
changes the spread estimate by exactly `N/2` times the sum of the squared second differences of the
projectors, centred at the added points. -/
theorem spread_doubling_gain (P : ZMod (2 * N) → Matrix n n ℂ)
    (hP : ∀ j, IsBandProjector b (P j)) :
    spreadEstimate P - spreadEstimate (coarseMesh P) = (N : ℝ) / 2 * ∑ i ∈ Finset.range N,
      frobSq ((P (2 * i + 2) - P (2 * i + 1)) - (P (2 * i + 1) - P (2 * i))) := by
  unfold spreadEstimate
  rw [sum_range_double, Finset.mul_sum, Finset.mul_sum, Finset.mul_sum,
    ← Finset.sum_sub_distrib]
  refine Finset.sum_congr rfl fun i _ => ?_
  have h2 := coarseMesh_natCast P (i + 1)
  simp only [Nat.cast_add, Nat.cast_one, mul_add, mul_one] at h2
  have e : (2 * (i : ZMod (2 * N)) + 1 + 1) = 2 * i + 2 := by ring
  have t := linkSpread_three_point (hP (2 * i)) (hP (2 * i + 1)) (hP (2 * i + 2))
  rw [coarseMesh_natCast, h2]
  simp only [Nat.cast_mul, Nat.cast_add, Nat.cast_one, Nat.cast_ofNat]
  rw [e]
  linear_combination (N : ℝ) * t

/-- Doubling a one-dimensional k-mesh never lowers the invariant Wannier spread estimate, for
Hermitian projectors onto the same number of bands at every k-point. -/
theorem spread_le_of_doubling (P : ZMod (2 * N) → Matrix n n ℂ)
    (hP : ∀ j, IsBandProjector b (P j)) :
    spreadEstimate (coarseMesh P) ≤ spreadEstimate P := by
  rw [← sub_nonneg, spread_doubling_gain P hP]
  exact mul_nonneg (by positivity) (Finset.sum_nonneg fun _ _ => frobSq_nonneg _)

/-- For `N ≥ 1` and Hermitian projectors onto equally many bands, doubling leaves the spread
estimate unchanged exactly when the projector is the same at all points of the fine mesh. -/
theorem spread_eq_iff_constant [NeZero N] (P : ZMod (2 * N) → Matrix n n ℂ)
    (hP : ∀ j, IsBandProjector b (P j)) :
    spreadEstimate (coarseMesh P) = spreadEstimate P ↔ ∀ j, P j = P 0 := by
  have g := spread_doubling_gain P hP
  constructor
  · intro h
    have hN : (0 : ℝ) < N := by exact_mod_cast Nat.pos_of_ne_zero (NeZero.ne N)
    rw [h, sub_self] at g
    have hs := (mul_eq_zero.1 g.symm).resolve_left (by positivity)
    have hz := (Finset.sum_eq_zero_iff_of_nonneg (fun i _ => frobSq_nonneg _)).1 hs
    -- every added point is a midpoint, hence equal to its neighbours
    have step : ∀ i : ℕ, i < N →
        P (2 * i) = P (2 * i + 1) ∧ P (2 * i + 1) = P (2 * i + 2) := fun i hi =>
      eq_of_midpoint (hP _) (hP _) (hP _) (eq_zero_of_frobSq (hz i (Finset.mem_range.2 hi)))
    have even : ∀ i : ℕ, i < N → P (2 * i) = P 0 := by
      intro i
      induction i with
      | zero => intro _; simp
      | succ i ih =>
        intro hi
        have s := step i (by omega)
        rw [show 2 * ((i + 1 : ℕ) : ZMod (2 * N)) = 2 * i + 2 by push_cast; ring,
          ← s.2, ← s.1]
        exact ih (by omega)
    intro j
    have : NeZero (2 * N) := ⟨mul_ne_zero two_ne_zero (NeZero.ne N)⟩
    have hj := ZMod.val_lt j
    have hc : ((j.val : ℕ) : ZMod (2 * N)) = j := ZMod.natCast_zmod_val j
    rcases Nat.even_or_odd' j.val with ⟨i, hi | hi⟩
    · rw [← hc, hi]
      simp only [Nat.cast_mul, Nat.cast_ofNat]
      exact even i (by omega)
    · rw [← hc, hi]
      simp only [Nat.cast_mul, Nat.cast_add, Nat.cast_one, Nat.cast_ofNat]
      rw [← (step i (by omega)).1]
      exact even i (by omega)
  · intro h
    have hs : ∑ i ∈ Finset.range N, frobSq ((P (2 * i + 2) - P (2 * i + 1))
        - (P (2 * i + 1) - P (2 * i))) = 0 := Finset.sum_eq_zero fun i _ => by
      rw [h (2 * i + 2), h (2 * i + 1), h (2 * i)]
      simp [frobSq]
    rw [hs, mul_zero] at g
    linarith

/-- The projector family `P(k)`, with `k` in units of the reciprocal lattice constant, sampled
at the `M ≥ 1` points `k = j/M`. -/
def sampleMesh (P : ℝ → Matrix n n ℂ) (M : ℕ) : ZMod M → Matrix n n ℂ :=
  fun j => P ((j.val : ℝ) / (M : ℝ))

/-- For a family of Hermitian projectors onto a fixed number of bands, the spread estimates on
meshes of `N, 2N, 4N, …` points, `N ≥ 1`, never decrease. -/
theorem spread_monotone_refinement [NeZero N] (P : ℝ → Matrix n n ℂ)
    (hP : ∀ k, IsBandProjector b (P k)) :
    Monotone fun m : ℕ => spreadEstimate (sampleMesh P (2 ^ m * N)) := by
  have step : ∀ M : ℕ, M ≠ 0 →
      spreadEstimate (sampleMesh P M) ≤ spreadEstimate (sampleMesh P (2 * M)) := by
    intro M hM
    have : NeZero M := ⟨hM⟩
    -- the even points of the fine sample are the coarse sample
    have e : coarseMesh (sampleMesh P (2 * M)) = sampleMesh P M := by
      funext i
      have hi := ZMod.val_lt i
      have h : ((2 * i.val : ℕ) : ZMod (2 * M)).val = 2 * i.val :=
        ZMod.val_natCast_of_lt (by omega)
      simp only [Nat.cast_mul, Nat.cast_ofNat] at h
      unfold coarseMesh sampleMesh
      rw [h]
      refine congrArg P ?_
      push_cast
      exact mul_div_mul_left _ _ two_ne_zero
    rw [← e]
    exact spread_le_of_doubling _ fun _ => hP _
  refine monotone_nat_of_le_succ fun m => ?_
  rw [show 2 ^ (m + 1) * N = 2 * (2 ^ m * N) by ring]
  exact step _ (mul_ne_zero (by positivity) (NeZero.ne N))

/-- The two-band matrix `(1 + c σ_z + s σ_x)/2`. -/
def twoBand (c s : ℝ) : Matrix (Fin 2) (Fin 2) ℂ :=
  !![(1 + (c : ℂ)) / 2, (s : ℂ) / 2; (s : ℂ) / 2, (1 - (c : ℂ)) / 2]

/-- For every point `(c, s)` of the unit circle, `(1 + c σ_z + s σ_x)/2` is a projector onto
one band. -/
theorem twoBand_witness (c s : ℝ) (h : c ^ 2 + s ^ 2 = 1) :
    IsBandProjector 1 (twoBand c s) := by
  have hc : (c : ℂ) ^ 2 + (s : ℂ) ^ 2 = 1 := by exact_mod_cast h
  refine ⟨?_, ?_, ?_⟩
  · ext i j
    fin_cases i <;> fin_cases j <;> simp [twoBand]
  · have h1 : (1 + (c : ℂ)) / 2 * ((1 + (c : ℂ)) / 2) + (s : ℂ) / 2 * ((s : ℂ) / 2)
        = (1 + (c : ℂ)) / 2 := by linear_combination hc / 4
    have h2 : (1 + (c : ℂ)) / 2 * ((s : ℂ) / 2) + (s : ℂ) / 2 * ((1 - (c : ℂ)) / 2)
        = (s : ℂ) / 2 := by ring
    have h3 : (s : ℂ) / 2 * ((1 + (c : ℂ)) / 2) + (1 - (c : ℂ)) / 2 * ((s : ℂ) / 2)
        = (s : ℂ) / 2 := by ring
    have h4 : (s : ℂ) / 2 * ((s : ℂ) / 2) + (1 - (c : ℂ)) / 2 * ((1 - (c : ℂ)) / 2)
        = (1 - (c : ℂ)) / 2 := by linear_combination hc / 4
    rw [twoBand, Matrix.mul_fin_two, h1, h2, h3, h4]
  · rw [twoBand, Matrix.trace_fin_two_of]
    push_cast
    ring

end

end WannierMeshDoubling
```

```lean
#print axioms WannierMeshDoubling.spread_le_of_doubling
-- 'WannierMeshDoubling.spread_le_of_doubling' depends on axioms: [propext, Classical.choice, Quot.sound]
#print axioms WannierMeshDoubling.spread_eq_iff_constant
-- 'WannierMeshDoubling.spread_eq_iff_constant' depends on axioms: [propext, Classical.choice, Quot.sound]
#print axioms WannierMeshDoubling.spread_monotone_refinement
-- 'WannierMeshDoubling.spread_monotone_refinement' depends on axioms: [propext, Classical.choice, Quot.sound]
```

### From the three-point identity to the theorems

`trace_sq` supplies \(\operatorname{tr}A^2=\|A\|^2\) for Hermitian \(A\). In `linkSpread_three_point`, the auxiliary statement `s` is \(s(X,Y)=b-\operatorname{tr}XY\), and `h` expands \(\operatorname{tr}D^2\), using `Matrix.trace_mul_comm` to merge terms such as \(\operatorname{tr}RP\) and \(\operatorname{tr}PR\). Idempotency and the trace condition then replace the squares by \(b\), and `linarith` compares the two sides.

For the sum around the ring, `sum_range_double` groups the \(2N\) short links into pairs. `coarseMesh_natCast` takes care of the closing link: the coarse point after \(N-1\) is point 0, which is also point \(2N\) of the fine ring. In `spread_doubling_gain`, each pair is then \(N\) times the three-point identity, which is the step `linear_combination (N : ℝ) * t`. The inequality follows from `frobSq_nonneg`.

`eq_of_midpoint` is the argument with \(X=Q-P\). `noncomm_ring` verifies the expansion of the squares without letting matrices commute, and `eq_zero_of_frobSq` concludes that \(X=0\). In `spread_eq_iff_constant`, a vanishing sum of nonnegative terms makes every \(D_i\) zero. Induction carries `P 0` along the even points, and each odd point equals the even point before it.

For repeated doubling, the equation `e` identifies the even points of the finer sample with the coarser sample, and `monotone_nat_of_le_succ` chains the single doublings together.
